# Below the bath spectrum, the self-energy is negative semidefinite and non-increasing in energy

In an orthonormal basis, let D be the Hamiltonian matrix of a finite bath, B the matrix that couples a finite system to it, and

S(E) = B (E − D)⁻¹ B*

the self-energy, where B* is the conjugate transpose and a number next to a matrix stands for that multiple of the identity. If E₁ < E₂ are real and D − E₂ is positive definite, then −S(E₁) and S(E₁) − S(E₂) are positive semidefinite. When all bath levels lie above E₂, the self-energy shifts the system upward at neither energy, and its downward shift is at least as large at E₂ as at E₁.

## Eliminating the bath

Let A be the Hamiltonian of the uncoupled system. With system amplitudes x and bath amplitudes y, the coupled eigenvalue equations are

A x + B y = E x
B* x + D y = E y.

The second one gives (E − D) y = B* x. If E is not an eigenvalue of D, then y = (E − D)⁻¹ B* x, and the first equation becomes

(A + S(E)) x = E x.

The self-energy is thus the energy-dependent term that the eliminated bath leaves in the system's Hamiltonian. When a bath is folded into such a Hamiltonian in a finite, non-interacting model, and all eigenvalues of D lie above the energy E₂ of interest, fixing S at a lower energy E₁ never overestimates the downward shift at E₂. If system and bath orbitals overlap, the coupling itself depends on E, and this ordering can fail.

## Adding a constant lowers the inverse

Let M be positive definite, δ > 0 and N = M + δ. Define

L = M + δ⁻¹M² = δ⁻¹ M N.

Since M is Hermitian, M² = M*M is positive semidefinite, so L is positive definite. Moreover

L M⁻¹ = 1 + δ⁻¹M
L N⁻¹ = δ⁻¹M
L (M⁻¹ − N⁻¹) = 1.

Hence K = M⁻¹ − N⁻¹ is the inverse of L, and it is positive definite too.

## The two signs

Take M = D − E₂ and δ = E₂ − E₁. Then N = D − E₁, which is positive definite as well. Reversing the sign inside the inverse gives

S(E₁) = −B N⁻¹ B*
S(E₂) = −B M⁻¹ B*.

Write ⟨u, v⟩ for the inner product, linear in v. For every x,

⟨x, −S(E₁) x⟩ = ⟨B*x, N⁻¹ B*x⟩ ≥ 0
⟨x, (S(E₁) − S(E₂)) x⟩ = ⟨B*x, K B*x⟩ ≥ 0.

Because K is positive definite, the second expression vanishes exactly when B*x = 0, that is, when x does not couple to the bath.

For a coupled eigenvalue E with D − E positive definite, the effective equation gives

E⟨x, x⟩ = ⟨x, A x⟩ + ⟨x, S(E) x⟩ ≤ ⟨x, A x⟩.

If x ≠ 0, division by ⟨x, x⟩ shows that E is at most the mean uncoupled energy of the system in the normalised state x/√⟨x, x⟩. For a single system level this is the downward half of level repulsion. With several system levels it compares E with a mean energy, not with an individual uncoupled level. By itself it gives no lower bound on the gap between coupled levels.

## One bath level, seen from below and from above

For one system level and one bath level d with coupling b,

S(E) = −|b|² / (d − E) for E < d.

If b ≠ 0, this tends to zero far below the level and to −∞ as E approaches d from below.

The condition that D − E₂ be positive definite matters already here. With d = 0 and b = 1 we have S(E) = 1/E, so for E₁ = −1 and E₂ = 1

S(−1) − S(1) = −2,

and the ordering fails across the level.

## How the matrices and hypotheses appear in Lean

The types `m` and `n` label system and bath basis states. `B : Matrix m n ℂ` may be rectangular, `Bᴴ` is B*, and `selfEnergy B D E` is S(E) at a real energy. The inner product ⟨u, v⟩ is written `star u ⬝ᵥ v`.

The hypothesis `(D - (E₂ : ℂ) • (1 : Matrix n n ℂ)).PosDef` says that D is Hermitian and that all its eigenvalues exceed E₂. Hermiticity is part of `PosDef`, so it is not assumed separately. The conclusions of `level_repulsion` are the two `PosSemidef` statements. Despite its name, that theorem concerns the self-energy only; the statement about a coupled eigenvalue is `coupled_level_pushed_down`.

An inequality between complex numbers means that the imaginary parts agree and the real parts are ordered. In `coupled_level_pushed_down` the matrix `A` need not be Hermitian; the conclusion includes that ⟨x, A x⟩ is real.

The model has finitely many states and real energies. It contains no continuum, no level broadening and no interaction self-energy.

## The Lean file

```lean
import Mathlib

open Matrix
open scoped ComplexOrder

namespace SelfEnergyLevelRepulsion

variable {m n : Type*} [Fintype n] [DecidableEq n]

/-- The self-energy `S(E) = B (E - D)⁻¹ B*` of a system coupled by `B` to a bath with
Hamiltonian `D`, for real energies `E` that are not eigenvalues of `D`. -/
noncomputable def selfEnergy (B : Matrix m n ℂ) (D : Matrix n n ℂ) (E : ℝ) : Matrix m m ℂ :=
  B * ((E : ℂ) • (1 : Matrix n n ℂ) - D)⁻¹ * Bᴴ

/-- If `E` is not an eigenvalue of `D`, eliminating the bath amplitudes `y` from the coupled
eigenvalue equations leaves an equation for the system amplitudes `x` with effective Hamiltonian `A
+ S(E)`. -/
theorem bath_elimination [Fintype m]
    (A : Matrix m m ℂ) (B : Matrix m n ℂ) (D : Matrix n n ℂ) (E : ℝ)
    (hE : IsUnit ((E : ℂ) • (1 : Matrix n n ℂ) - D)) (x : m → ℂ) (y : n → ℂ)
    (hx : A *ᵥ x + B *ᵥ y = (E : ℂ) • x) (hy : Bᴴ *ᵥ x + D *ᵥ y = (E : ℂ) • y) :
    (A + selfEnergy B D E) *ᵥ x = (E : ℂ) • x := by
  have hdet := (Matrix.isUnit_iff_isUnit_det _).mp hE
  -- the bath equation, solved for the source term
  have hs : ((E : ℂ) • (1 : Matrix n n ℂ) - D) *ᵥ y = Bᴴ *ᵥ x := by
    rw [Matrix.sub_mulVec, Matrix.smul_mulVec, Matrix.one_mulVec, ← hy, add_sub_cancel_right]
  have hS : selfEnergy B D E *ᵥ x = B *ᵥ y := by
    rw [selfEnergy, ← Matrix.mulVec_mulVec, ← hs, Matrix.mulVec_mulVec, Matrix.mul_assoc,
      Matrix.nonsing_inv_mul _ hdet, Matrix.mul_one]
  rw [Matrix.add_mulVec, hS, hx]

/-- Raising a positive definite matrix by a positive constant strictly lowers its inverse. -/
theorem inv_sub_shifted_inv_posDef {M : Matrix n n ℂ} (hM : M.PosDef) {δ : ℝ} (hδ : 0 < δ) :
    (M⁻¹ - (M + (δ : ℂ) • (1 : Matrix n n ℂ))⁻¹).PosDef := by
  have hδ' : (0 : ℂ) ≤ (δ : ℂ) := by exact_mod_cast hδ.le
  have hc0 : (0 : ℂ) ≤ ((δ⁻¹ : ℝ) : ℂ) := by exact_mod_cast (inv_pos.mpr hδ).le
  have hc : ((δ⁻¹ : ℝ) : ℂ) * (δ : ℂ) = 1 := by
    exact_mod_cast inv_mul_cancel₀ hδ.ne'
  have hN : (M + (δ : ℂ) • (1 : Matrix n n ℂ)).PosDef :=
    hM.add_posSemidef (Matrix.PosSemidef.one.smul hδ')
  have uM := (Matrix.isUnit_iff_isUnit_det _).mp hM.isUnit
  have uN := (Matrix.isUnit_iff_isUnit_det _).mp hN.isUnit
  have hsq : (M * M).PosSemidef := by
    have h := Matrix.posSemidef_conjTranspose_mul_self M
    rwa [hM.isHermitian.eq] at h
  -- the difference of inverses is the inverse of `M + δ⁻¹ M²`
  have hL : (M + ((δ⁻¹ : ℝ) : ℂ) • (M * M)).PosDef := hM.add_posSemidef (hsq.smul hc0)
  have hfac : M + ((δ⁻¹ : ℝ) : ℂ) • (M * M)
      = ((δ⁻¹ : ℝ) : ℂ) • (M * (M + (δ : ℂ) • (1 : Matrix n n ℂ))) := by
    rw [Matrix.mul_add, Matrix.mul_smul, Matrix.mul_one, smul_add, smul_smul, hc, one_smul,
      add_comm]
  have h1 : (M + ((δ⁻¹ : ℝ) : ℂ) • (M * M)) * M⁻¹ = 1 + ((δ⁻¹ : ℝ) : ℂ) • M := by
    rw [Matrix.add_mul, Matrix.smul_mul, Matrix.mul_assoc, Matrix.mul_nonsing_inv M uM,
      Matrix.mul_one]
  have h2 : (M + ((δ⁻¹ : ℝ) : ℂ) • (M * M)) * (M + (δ : ℂ) • (1 : Matrix n n ℂ))⁻¹
      = ((δ⁻¹ : ℝ) : ℂ) • M := by
    rw [hfac, Matrix.smul_mul, Matrix.mul_assoc, Matrix.mul_nonsing_inv _ uN, Matrix.mul_one]
  have key : (M + ((δ⁻¹ : ℝ) : ℂ) • (M * M)) *
      (M⁻¹ - (M + (δ : ℂ) • (1 : Matrix n n ℂ))⁻¹) = 1 := by
    rw [Matrix.mul_sub, h1, h2, add_sub_cancel_right]
  rw [← Matrix.inv_eq_right_inv key]
  exact hL.inv

/-- Below the bath the self-energy is minus `B (D - E)⁻¹ B*`. -/
theorem selfEnergy_below_bath (B : Matrix m n ℂ) {D : Matrix n n ℂ} {E : ℝ}
    (h : (D - (E : ℂ) • (1 : Matrix n n ℂ)).PosDef) :
    selfEnergy B D E = -(B * (D - (E : ℂ) • (1 : Matrix n n ℂ))⁻¹ * Bᴴ) := by
  have u := (Matrix.isUnit_iff_isUnit_det _).mp h.isUnit
  have hinv : ((E : ℂ) • (1 : Matrix n n ℂ) - D)⁻¹
      = -(D - (E : ℂ) • (1 : Matrix n n ℂ))⁻¹ := by
    apply Matrix.inv_eq_right_inv
    rw [← neg_sub D, neg_mul_neg, Matrix.mul_nonsing_inv _ u]
  rw [selfEnergy, hinv, Matrix.mul_neg, Matrix.neg_mul]

/-- At an energy below the bath the self-energy is negative semidefinite. -/
theorem neg_selfEnergy_posSemidef [Fintype m] (B : Matrix m n ℂ) {D : Matrix n n ℂ} {E : ℝ}
    (h : (D - (E : ℂ) • (1 : Matrix n n ℂ)).PosDef) : (-selfEnergy B D E).PosSemidef := by
  rw [selfEnergy_below_bath B h, neg_neg]
  exact h.inv.posSemidef.mul_mul_conjTranspose_same B

/-- If `E₂` lies below the bath and `E₁ < E₂`, then `E₁` lies below the bath too, and `S(E₁) - S(E₂)
= B K B*` for some positive definite bath matrix `K`. -/
theorem selfEnergy_drop (B : Matrix m n ℂ) {D : Matrix n n ℂ} {E₁ E₂ : ℝ} (hE : E₁ < E₂)
    (h : (D - (E₂ : ℂ) • (1 : Matrix n n ℂ)).PosDef) :
    (D - (E₁ : ℂ) • (1 : Matrix n n ℂ)).PosDef ∧
      ∃ K : Matrix n n ℂ, K.PosDef ∧ selfEnergy B D E₁ - selfEnergy B D E₂ = B * K * Bᴴ := by
  have hδ : 0 < E₂ - E₁ := sub_pos.mpr hE
  have hδ' : (0 : ℂ) ≤ ((E₂ - E₁ : ℝ) : ℂ) := by exact_mod_cast hδ.le
  have hshift : D - (E₁ : ℂ) • (1 : Matrix n n ℂ)
      = (D - (E₂ : ℂ) • (1 : Matrix n n ℂ)) + ((E₂ - E₁ : ℝ) : ℂ) • (1 : Matrix n n ℂ) := by
    push_cast
    module
  have h₁ : (D - (E₁ : ℂ) • (1 : Matrix n n ℂ)).PosDef := by
    rw [hshift]
    exact h.add_posSemidef (Matrix.PosSemidef.one.smul hδ')
  refine ⟨h₁, _, inv_sub_shifted_inv_posDef h hδ, ?_⟩
  rw [selfEnergy_below_bath B h₁, selfEnergy_below_bath B h, ← hshift, Matrix.mul_sub,
    Matrix.sub_mul]
  abel

/-- For `E₁ < E₂` below the bath, the self-energy at `E₁` is negative semidefinite, and `S(E₁) -
S(E₂)` is positive semidefinite. -/
theorem level_repulsion [Fintype m]
    (B : Matrix m n ℂ) {D : Matrix n n ℂ} {E₁ E₂ : ℝ} (hE : E₁ < E₂)
    (h : (D - (E₂ : ℂ) • (1 : Matrix n n ℂ)).PosDef) :
    (-selfEnergy B D E₁).PosSemidef ∧
      (selfEnergy B D E₁ - selfEnergy B D E₂).PosSemidef := by
  obtain ⟨h₁, K, hK, hdrop⟩ := selfEnergy_drop B hE h
  refine ⟨neg_selfEnergy_posSemidef B h₁, ?_⟩
  rw [hdrop]
  exact hK.posSemidef.mul_mul_conjTranspose_same B

/-- The expectation value of the self-energy in a system state `x` is the same at two
energies below the bath exactly when `x` does not couple to the bath. -/
theorem drop_eq_zero_iff [Fintype m]
    (B : Matrix m n ℂ) {D : Matrix n n ℂ} {E₁ E₂ : ℝ} (hE : E₁ < E₂)
    (h : (D - (E₂ : ℂ) • (1 : Matrix n n ℂ)).PosDef) (x : m → ℂ) :
    star x ⬝ᵥ (selfEnergy B D E₁ - selfEnergy B D E₂) *ᵥ x = 0 ↔ Bᴴ *ᵥ x = 0 := by
  obtain ⟨-, K, hK, hdrop⟩ := selfEnergy_drop B hE h
  -- move the coupling onto the state
  have hq : star x ⬝ᵥ (B * K * Bᴴ) *ᵥ x = star (Bᴴ *ᵥ x) ⬝ᵥ K *ᵥ (Bᴴ *ᵥ x) := by
    rw [Matrix.star_mulVec, Matrix.conjTranspose_conjTranspose, ← Matrix.dotProduct_mulVec,
      Matrix.mulVec_mulVec, Matrix.mulVec_mulVec, Matrix.mul_assoc]
  rw [hdrop, hq]
  constructor
  · intro h0
    by_contra hne
    exact (hK.dotProduct_mulVec_pos hne).ne' h0
  · intro h0
    rw [h0, Matrix.mulVec_zero, dotProduct_zero]

/-- An eigenvalue `E` of the coupled problem below the bath, with system amplitudes `x`,
satisfies `E ⟨x, x⟩ ≤ ⟨x, A x⟩`, where `A` is the uncoupled system Hamiltonian. -/
theorem coupled_level_pushed_down [Fintype m]
    (A : Matrix m m ℂ) (B : Matrix m n ℂ) {D : Matrix n n ℂ}
    {E : ℝ} (h : (D - (E : ℂ) • (1 : Matrix n n ℂ)).PosDef) (x : m → ℂ) (y : n → ℂ)
    (hx : A *ᵥ x + B *ᵥ y = (E : ℂ) • x) (hy : Bᴴ *ᵥ x + D *ᵥ y = (E : ℂ) • y) :
    (E : ℂ) * (star x ⬝ᵥ x) ≤ star x ⬝ᵥ A *ᵥ x := by
  have hu : IsUnit ((E : ℂ) • (1 : Matrix n n ℂ) - D) := by
    rw [← neg_sub D]
    exact h.isUnit.neg
  have heff := bath_elimination A B D E hu x y hx hy
  have hneg := (neg_selfEnergy_posSemidef B h).dotProduct_mulVec_nonneg x
  have hS : (-selfEnergy B D E) *ᵥ x = A *ᵥ x - (E : ℂ) • x := by
    rw [← heff, Matrix.add_mulVec, Matrix.neg_mulVec]
    abel
  rw [hS, dotProduct_sub, dotProduct_smul, smul_eq_mul] at hneg
  exact sub_nonneg.mp hneg

/-- For a single bath level at zero with unit coupling, `S(-1) - S(1)` is not positive
semidefinite: the ordering fails for energies on opposite sides of the level. -/
theorem ordering_fails_across_level :
    ¬ (selfEnergy (1 : Matrix (Fin 1) (Fin 1) ℂ) 0 (-1)
      - selfEnergy (1 : Matrix (Fin 1) (Fin 1) ℂ) 0 1).PosSemidef := by
  have h1 : selfEnergy (1 : Matrix (Fin 1) (Fin 1) ℂ) 0 (-1) = -1 := by
    have hi : (((-1 : ℝ) : ℂ) • (1 : Matrix (Fin 1) (Fin 1) ℂ) - 0)⁻¹ = -1 :=
      Matrix.inv_eq_right_inv (by simp)
    rw [selfEnergy, hi]
    simp
  have h2 : selfEnergy (1 : Matrix (Fin 1) (Fin 1) ℂ) 0 1 = 1 := by
    simp [selfEnergy]
  rw [h1, h2]
  intro h
  have h0 := (Complex.le_def.mp (h.dotProduct_mulVec_nonneg (fun _ => 1))).1
  norm_num [Matrix.mulVec, dotProduct] at h0

end SelfEnergyLevelRepulsion
```

```lean
#print axioms SelfEnergyLevelRepulsion.neg_selfEnergy_posSemidef
#print axioms SelfEnergyLevelRepulsion.level_repulsion
#print axioms SelfEnergyLevelRepulsion.coupled_level_pushed_down
#print axioms SelfEnergyLevelRepulsion.ordering_fails_across_level
```

```
'SelfEnergyLevelRepulsion.neg_selfEnergy_posSemidef' depends on axioms: [propext, Classical.choice, Quot.sound]
'SelfEnergyLevelRepulsion.level_repulsion' depends on axioms: [propext, Classical.choice, Quot.sound]
'SelfEnergyLevelRepulsion.coupled_level_pushed_down' depends on axioms: [propext, Classical.choice, Quot.sound]
'SelfEnergyLevelRepulsion.ordering_fails_across_level' depends on axioms: [propext, Classical.choice, Quot.sound]
```

## From the inverse to the ordering of self-energies

`bath_elimination` follows the elimination above: `hs` is the bath equation solved for B*x, and `hS` identifies S(E)x with By.

`inv_sub_shifted_inv_posDef` carries the main argument. There `hL` states that L is positive definite, `hfac` is its factorisation, `h1` and `h2` are the two products, and `key` is their difference. `Matrix.inv_eq_right_inv` then identifies K with L⁻¹, and `hL.inv` finishes.

`selfEnergy_below_bath` reverses the sign inside the inverse. `neg_selfEnergy_posSemidef` then uses `mul_mul_conjTranspose_same`, the rule that B P B* is positive semidefinite whenever P is.

In `selfEnergy_drop`, `hshift` is the identity N = M + δ. The theorem returns both the positivity of D − E₁ and a positive definite K with S(E₁) − S(E₂) = B K B*. From these, `level_repulsion` obtains its two signs.

`drop_eq_zero_iff` moves B onto the state in `hq`. If B*x were nonzero, positive definiteness of K would make the expectation value strictly positive. `coupled_level_pushed_down` combines the effective equation with the sign of S(E).

Finally, `ordering_fails_across_level` computes the two one-by-one self-energies and tests their difference on the vector with entry 1, where semidefiniteness would require −2 ≥ 0.
